# The frequency-weighted absorption and loss peaks of a Lorentz oscillator merge as its coupling strength vanishes

When a time-dependent density functional calculation on a solid has produced a dielectric function, an exciton energy can be read from a peak in the optical absorption or from a peak in the energy-loss spectrum. Using one reading in place of the other changes the energy by the distance between the peaks. For a single damped oscillator and spectra weighted by frequency, that distance can be found exactly.

## Peak positions and heights from the dielectric function

Let $w>0$ be the frequency and take

$$\varepsilon(w)=1+\frac{w_p^2}{D(w)},\qquad D(w)=w_0^2-w^2-igw,$$

with $w_0,w_p,g>0$. Here $w_0$ is the resonance frequency, $w_p$ measures how strongly the excitation couples to the field, and $g$ is a constant damping rate. The two spectra are

$$A(w)=w\,\mathrm{Im}\,\varepsilon(w),\qquad L(w)=-w\,\mathrm{Im}\frac{1}{\varepsilon(w)}.$$

The claim is that, on $w>0$, $A$ has its unique maximum at $w_0$ and $L$ at $w_0'=\sqrt{w_0^2+w_p^2}$, both of height $w_p^2/g$, and that $w_0'-w_0\to0$ as $w_p\to0^+$.

Since $gw>0$, $D$ is nonzero, and $\mathrm{Im}(1/D)=gw/|D|^2$. Hence

$$A(w)=\frac{w_p^2\,g\,w^2}{(w_0^2-w^2)^2+g^2w^2}.$$

At $w=w_0$ this equals $w_p^2/g$. At any other frequency it falls short by

$$\frac{w_p^2}{g}-A(w)=\frac{w_p^2}{g}\,\frac{(w_0^2-w^2)^2}{(w_0^2-w^2)^2+g^2w^2},$$

which is positive, because two different positive frequencies have different squares.

For the loss spectrum, write $\varepsilon=(D+w_p^2)/D$. The sum $D+w_p^2=w_0'^2-w^2-igw$ is the denominator of an oscillator with resonance $w_0'$, and it is also nonzero. Therefore

$$\frac1\varepsilon=\frac{D}{D+w_p^2}=1-\frac{w_p^2}{D+w_p^2}=2-\varepsilon',$$

where $\varepsilon'$ has resonance $w_0'$ and the same $w_p$ and $g$. Taking imaginary parts shows that $L$ is the absorption spectrum of the shifted oscillator, so its peak lies at $w_0'$ with height $w_p^2/g$.

Finally, let $\Delta=w_0'-w_0>0$. Then $w_p^2=w_0'^2-w_0^2=2w_0\Delta+\Delta^2>2w_0\Delta$, so

$$0<\Delta<\frac{w_p^2}{2w_0},$$

and $\Delta\to0$ as $w_p\to0^+$ at fixed $w_0$.

## Without a restoring force the absorption has no peak at positive frequency

The condition $w_0>0$ matters. Put $w_0=0$ and $w_p=g=1$, which describes free carriers with damping. Then $A(w)=1/(1+w^2)$ decreases throughout $w>0$ and has no maximum there, while $L$ still peaks at $w=1$. The absorption is largest in the limit $w\to0^+$, so there is no pair of peaks at positive frequencies to compare.

## The oscillator and its spectra in Lean

The development works over Mathlib, with filters available for the limit.

```lean
import Mathlib

open Filter Topology

namespace LorentzExcitonPeaks

noncomputable section
```

The parameters and the frequency are real numbers, and the value of `eps` is complex. The sign of the damping term fixes the convention in which an absorbing medium has positive $\mathrm{Im}\,\varepsilon$. The background dielectric constant is 1, and there is one excitation, without dependence on momentum.

```lean
/-- The Lorentz-oscillator dielectric function with resonance `w0`, coupling strength `wp`
and damping `g`, at frequency `w`. -/
def eps (w0 wp g w : ℝ) : ℂ :=
  1 + (wp : ℂ) ^ 2 / ((w0 : ℂ) ^ 2 - (w : ℂ) ^ 2 - Complex.I * g * w)
```

The spectra $A$ and $L$ become `absorption` and `loss`. The factor `w` is part of both definitions, so the theorems locate the peaks of the weighted spectra; the maximum of the unweighted $\mathrm{Im}\,\varepsilon$ lies below $w_0$, and far below it when the damping is strong.

```lean
/-- The frequency-weighted absorption spectrum `w Im eps`. -/
def absorption (w0 wp g w : ℝ) : ℝ := w * (eps w0 wp g w).im

/-- The frequency-weighted energy-loss spectrum `-w Im (1/eps)`. -/
def loss (w0 wp g w : ℝ) : ℝ := w * (-(1 / eps w0 wp g w).im)
```

A peak is a strict global maximum over positive frequencies, at a position that is itself positive.

```lean
/-- The spectrum `f` on positive frequencies has its strict global maximum at `p`. -/
def IsUniquePeak (f : ℝ → ℝ) (p : ℝ) : Prop :=
  0 < p ∧ ∀ w, 0 < w → w ≠ p → f w < f p
```

## The imaginary part and the shifted oscillator

The first lemma splits the denominator into its real part $w_0^2-w^2$ and imaginary part $-gw$.

```lean
/-- The real and imaginary parts of the oscillator denominator. -/
lemma denom_eq (w0 g w : ℝ) :
    (w0 : ℂ) ^ 2 - (w : ℂ) ^ 2 - Complex.I * g * w = ⟨w0 ^ 2 - w ^ 2, -(g * w)⟩ := by
  apply Complex.ext <;> simp [pow_two]
```

The formula for $\mathrm{Im}\,\varepsilon$ follows. It is stated after multiplication by $|D|^2$, which suits the later inequalities; the proof derives the quotient and then clears the positive denominator.

```lean
/-- The imaginary part of the dielectric function, written without division. -/
theorem eps_im (w0 wp : ℝ) {g w : ℝ} (hg : 0 < g) (hw : 0 < w) :
    (eps w0 wp g w).im * ((w0 ^ 2 - w ^ 2) ^ 2 + (g * w) ^ 2) = wp ^ 2 * (g * w) := by
  have him : (eps w0 wp g w).im
      = wp ^ 2 * (g * w) / ((w0 ^ 2 - w ^ 2) ^ 2 + (g * w) ^ 2) := by
    rw [eps, denom_eq, ← Complex.ofReal_pow, Complex.add_im, Complex.div_im,
      Complex.normSq_mk]
    simp only [Complex.one_im, Complex.ofReal_im, Complex.ofReal_re]
    ring
  have hN : 0 < (w0 ^ 2 - w ^ 2) ^ 2 + (g * w) ^ 2 :=
    add_pos_of_nonneg_of_pos (sq_nonneg _) (pow_pos (mul_pos hg hw) 2)
  rw [him]
  exact div_mul_cancel₀ _ hN.ne'
```

The next theorem is the identity $1/\varepsilon=2-\varepsilon'$. In its proof, `hne` shows that a denominator with any real resonance is nonzero, by looking at its imaginary part. The algebra for general complex $D$ and $P$ is in `key`, which is applied with $P=w_p^2$, and `e` identifies $D+w_p^2$ as the shifted denominator.

```lean
/-- The inverse dielectric function is `2 - eps'`, where `eps'` is the Lorentz oscillator
with resonance moved to `sqrt (w0² + wp²)` and the same strength and damping. -/
theorem inv_eps (w0 wp : ℝ) {g w : ℝ} (hg : 0 < g) (hw : 0 < w) :
    1 / eps w0 wp g w = 2 - eps (√(w0 ^ 2 + wp ^ 2)) wp g w := by
  have hne : ∀ a : ℝ, (a : ℂ) ^ 2 - (w : ℂ) ^ 2 - Complex.I * g * w ≠ 0 := by
    intro a h
    rw [denom_eq] at h
    have h' : -(g * w) = 0 := congrArg Complex.im h
    linarith [mul_pos hg hw]
  have key : ∀ D P : ℂ, D ≠ 0 → D + P ≠ 0 →
      1 / (1 + P / D) = 2 - (1 + P / (D + P)) := by
    intro D P hD hS
    have h1 : 1 + P / D = (D + P) / D := by rw [add_div, div_self hD]
    have h2 : D / (D + P) + P / (D + P) = 1 := by rw [← add_div, div_self hS]
    rw [h1, one_div_div]
    linear_combination h2
  have hs : ((√(w0 ^ 2 + wp ^ 2) : ℝ) : ℂ) ^ 2 = (w0 : ℂ) ^ 2 + (wp : ℂ) ^ 2 := by
    rw [← Complex.ofReal_pow, Real.sq_sqrt (by positivity)]
    simp
  -- the coupling adds `wp²` to the squared resonance frequency
  have e : (w0 : ℂ) ^ 2 + (wp : ℂ) ^ 2 - (w : ℂ) ^ 2 - Complex.I * g * w
      = ((w0 : ℂ) ^ 2 - (w : ℂ) ^ 2 - Complex.I * g * w) + (wp : ℂ) ^ 2 := by ring
  have h2 := hne (√(w0 ^ 2 + wp ^ 2))
  rw [hs, e] at h2
  unfold eps
  rw [hs, e]
  exact key _ _ (hne w0) h2
```

Taking imaginary parts removes the real constant 2 and turns the loss spectrum into an absorption spectrum.

```lean
/-- The loss spectrum equals the absorption spectrum of the oscillator with resonance
`sqrt (w0² + wp²)`. -/
theorem loss_eq_absorption (w0 wp : ℝ) {g w : ℝ} (hg : 0 < g) (hw : 0 < w) :
    loss w0 wp g w = absorption (√(w0 ^ 2 + wp ^ 2)) wp g w := by
  rw [loss, absorption, inv_eps w0 wp hg hw, Complex.sub_im]
  simp
```

## Both maxima

For absorption, the height comes from `eps_im` at $w=w_0$. For $w\ne w_0$, write $y=\mathrm{Im}\,\varepsilon(w)$. The proof shows $y>0$ and $(w_0^2-w^2)^2>0$, and the closing `calc` then gives

$$y\,(gw)^2=w_p^2\,gw-y\,(w_0^2-w^2)^2<w_p^2\,gw.$$

Cancelling $gw$ leaves $g\,A(w)<w_p^2$, the same comparison as in the derivation by hand.

```lean
/-- On positive frequencies the absorption spectrum has its unique maximum at `w0`, of height
`wp²/g`. -/
theorem absorption_peak {w0 wp g : ℝ} (h0 : 0 < w0) (hp : 0 < wp) (hg : 0 < g) :
    IsUniquePeak (absorption w0 wp g) w0 ∧ absorption w0 wp g w0 = wp ^ 2 / g := by
  have height : absorption w0 wp g w0 = wp ^ 2 / g := by
    have h := eps_im w0 wp hg h0
    rw [absorption, eq_div_iff hg.ne']
    apply mul_right_cancel₀ (mul_pos hg h0).ne'
    linear_combination h
  refine ⟨⟨h0, fun w hw hne => ?_⟩, height⟩
  rw [height, absorption, lt_div_iff₀ hg]
  have h := eps_im w0 wp hg hw
  have hgw : 0 < g * w := mul_pos hg hw
  have hR : 0 < wp ^ 2 * (g * w) := by positivity
  have hy : 0 < (eps w0 wp g w).im := by
    by_contra hn
    have hN : 0 ≤ (w0 ^ 2 - w ^ 2) ^ 2 + (g * w) ^ 2 := by positivity
    nlinarith [mul_nonneg (neg_nonneg.mpr (not_lt.mp hn)) hN]
  -- away from resonance the squared frequencies differ
  have hd : w0 ^ 2 - w ^ 2 ≠ 0 := by
    intro hz
    have hf : (w - w0) * (w + w0) = 0 := by linear_combination -hz
    rcases mul_eq_zero.mp hf with h1 | h1
    · exact hne (by linarith)
    · linarith
  have hd2 : 0 < (w0 ^ 2 - w ^ 2) ^ 2 :=
    lt_of_le_of_ne (sq_nonneg _) (Ne.symm (pow_ne_zero 2 hd))
  have hyd := mul_pos hy hd2
  refine lt_of_mul_lt_mul_right ?_ hgw.le
  calc w * (eps w0 wp g w).im * g * (g * w)
      = wp ^ 2 * (g * w) - (eps w0 wp g w).im * (w0 ^ 2 - w ^ 2) ^ 2 := by
        linear_combination h
    _ < wp ^ 2 * (g * w) := by linarith
```

The loss result applies this theorem to the resonance $w_0'$ and carries position and height back through `loss_eq_absorption`.

```lean
/-- On positive frequencies the loss spectrum has its unique maximum at `sqrt (w0² + wp²)`, of
height `wp²/g`. -/
theorem loss_peak {w0 wp g : ℝ} (h0 : 0 < w0) (hp : 0 < wp) (hg : 0 < g) :
    IsUniquePeak (loss w0 wp g) (√(w0 ^ 2 + wp ^ 2)) ∧
      loss w0 wp g (√(w0 ^ 2 + wp ^ 2)) = wp ^ 2 / g := by
  have hs : 0 < √(w0 ^ 2 + wp ^ 2) := Real.sqrt_pos.mpr (by positivity)
  obtain ⟨⟨_, hmax⟩, height⟩ := absorption_peak hs hp hg
  refine ⟨⟨hs, fun w hw hne => ?_⟩, ?_⟩
  · rw [loss_eq_absorption w0 wp hg hw, loss_eq_absorption w0 wp hg hs]
    exact hmax w hw hne
  · rw [loss_eq_absorption w0 wp hg hs]
    exact height
```

## The separation and its limit

If two different positions were both unique peaks of one spectrum, each value would be strictly smaller than the other. A peak position is therefore determined by its spectrum.

```lean
/-- A spectrum has at most one unique peak position. -/
lemma IsUniquePeak.eq {f : ℝ → ℝ} {p q : ℝ} (hp : IsUniquePeak f p)
    (hq : IsUniquePeak f q) : p = q := by
  by_contra hne
  exact lt_asymm (hq.2 p hp.1 hne) (hp.2 q hq.1 (Ne.symm hne))
```

Consequently the separation theorem can speak of any peak positions `wa` and `wl`, without a formula for them in its hypotheses. It gives $w_l^2-w_a^2=w_p^2$ and the two bounds on $w_l-w_a$. The upper bound uses the positive square $(w_l-w_0)^2$, which is $\Delta^2$ above.

```lean
/-- The squared peak positions `wa` of absorption and `wl` of loss differ by `wp²`, and the
loss peak lies above the absorption peak by less than `wp²/(2 w0)`. -/
theorem peak_separation {w0 wp g wa wl : ℝ} (h0 : 0 < w0) (hp : 0 < wp) (hg : 0 < g)
    (ha : IsUniquePeak (absorption w0 wp g) wa) (hl : IsUniquePeak (loss w0 wp g) wl) :
    wl ^ 2 - wa ^ 2 = wp ^ 2 ∧ 0 < wl - wa ∧ wl - wa < wp ^ 2 / (2 * w0) := by
  have ea : wa = w0 := ha.eq (absorption_peak h0 hp hg).1
  have el : wl = √(w0 ^ 2 + wp ^ 2) := hl.eq (loss_peak h0 hp hg).1
  have hsq : wl ^ 2 = w0 ^ 2 + wp ^ 2 := by rw [el, Real.sq_sqrt (by positivity)]
  have hl0 : 0 < wl := hl.1
  have hp2 : 0 < wp ^ 2 := by positivity
  have hlt : 0 < wl - w0 := by
    by_contra hn
    nlinarith
  rw [ea]
  refine ⟨by linarith, hlt, ?_⟩
  rw [lt_div_iff₀ (by positivity)]
  nlinarith [mul_pos hlt hlt]
```

In the last theorem `wa` and `wl` are functions of $w_p$ that return the peak positions for every positive coupling, with $w_0$ and $g$ held fixed. The filter `𝓝[>] 0` expresses $w_p\to0^+$. The separation is squeezed between zero and $w_p^2/(2w_0)$.

```lean
/-- The separation between the loss peak and the absorption peak vanishes as the coupling
strength `wp` tends to zero from above. -/
theorem peak_separation_tendsto {w0 g : ℝ} (h0 : 0 < w0) (hg : 0 < g) (wa wl : ℝ → ℝ)
    (ha : ∀ wp, 0 < wp → IsUniquePeak (absorption w0 wp g) (wa wp))
    (hl : ∀ wp, 0 < wp → IsUniquePeak (loss w0 wp g) (wl wp)) :
    Tendsto (fun wp => wl wp - wa wp) (𝓝[>] 0) (𝓝 0) := by
  have hc : Continuous (fun wp : ℝ => wp ^ 2 / (2 * w0)) :=
    (continuous_id.pow 2).div_const _
  have hu : Tendsto (fun wp : ℝ => wp ^ 2 / (2 * w0)) (𝓝[>] 0) (𝓝 0) :=
    (hc.tendsto' 0 0 (by simp)).mono_left nhdsWithin_le_nhds
  -- squeeze the separation between zero and its quadratic bound
  refine tendsto_of_tendsto_of_tendsto_of_le_of_le' tendsto_const_nhds hu ?_ ?_
  · filter_upwards [self_mem_nhdsWithin] with wp hwp
    exact (peak_separation h0 hwp hg (ha wp hwp) (hl wp hwp)).2.1.le
  · filter_upwards [self_mem_nhdsWithin] with wp hwp
    exact (peak_separation h0 hwp hg (ha wp hwp) (hl wp hwp)).2.2.le

end

end LorentzExcitonPeaks
```

For a solid whose dielectric function is well described by this single oscillator, with its background of 1, over a frequency range that contains both peaks, the bound estimates how large the error can be in taking the weighted loss peak for the weighted absorption peak: the error is a small fraction of $w_0$ when $w_p^2$ is small compared with $w_0^2$.

```lean
#print axioms LorentzExcitonPeaks.loss_eq_absorption
#print axioms LorentzExcitonPeaks.peak_separation_tendsto
```

```
'LorentzExcitonPeaks.loss_eq_absorption' depends on axioms: [propext, Classical.choice, Quot.sound]
'LorentzExcitonPeaks.peak_separation_tendsto' depends on axioms: [propext, Classical.choice, Quot.sound]
```
